# Even degeneracy of real energy levels under an antilinear symmetry with $T^2=-1$

After diagonalising a one-electron Hamiltonian matrix with spin–orbit coupling and no term that breaks time-reversal symmetry, such as a magnetic field or the exchange field of a magnet, in an orthonormal basis of real spatial orbitals each taken with both spins, one can check the spectrum by grouping equal eigenvalues. Up to rounding, every group must have an even number of members. An odd group points to a term that breaks time-reversal symmetry, or to a badly chosen tolerance for "equal". In a crystal, the check does not in general apply to the matrix at a single wave vector $k$, because time reversal takes $k$ to $-k$; without inversion symmetry, spin–orbit coupling can split the levels there into single ones.

The check rests on the following statement. Let $V$ be a finite-dimensional complex vector space, $T$ an antilinear map on $V$ with $T^2=-1$, and $H$ a linear operator with $TH=HT$. Then $\ker(H-E)$ has even complex dimension for every real $E$.

The condition $T^2=-1$ stands for time reversal acting on an odd number of electrons, and $TH=HT$ for the absence of terms, such as a coupling to an external magnetic field, that change under time reversal. Both are assumed in the general statement. An antiunitary $T$ is a special case, since preservation of the norm is not used, and neither is hermiticity of $H$.

## A determinant that fixes the parity

Let $n=\dim V$, choose a basis $b_j$, and define a matrix $M$ by
$$T b_j=\sum_i M_{ij}\,b_i .$$
Since $T$ conjugates scalars, applying it again gives
$$T^2b_j=\sum_k \overline{M_{kj}}\;T b_k=\sum_i\Big(\sum_k M_{ik}\overline{M_{kj}}\Big)b_i .$$
This must equal $-b_j$, so $M\overline{M}=-1$. Taking determinants,
$$|\det M|^2=\det M\;\overline{\det M}=\det(-1)=(-1)^n .$$
The left side is not negative, so $n$ is even.

If a subspace $W$ satisfies $TW\subseteq W$, then $T$ restricted to $W$ is again antilinear with square $-1$. The same argument shows that $\dim W$ is even.

## From invariant subspaces to energy levels

Suppose $Hv=\mu v$. Then
$$H(Tv)=T(Hv)=T(\mu v)=\bar\mu\,Tv ,$$
so $T$ sends the eigenspace of $\mu$ into that of $\bar\mu$. For real $\mu=E$ the two coincide, the eigenspace is invariant under $T$, and its dimension is even. If $E$ is an eigenvalue, the dimension is also nonzero, hence at least 2.

For a non-Hermitian $H$ there may be vectors that only a higher power of $H-E$ annihilates. With $E$ real, $T(H-E)v=(H-E)Tv$, and by induction $T$ commutes with $(H-E)^k$. If $(H-E)^kv=0$, then $(H-E)^kTv=T(H-E)^kv=0$. The generalized eigenspace is therefore invariant too, and has even dimension.

## Spin-1/2 on a finite set of orbitals

Write a state as $(u,d)$, with $u$ and $d$ the spin-up and spin-down amplitudes in an orthonormal set of real orbitals, and set $T(u,d)=(-\bar d,\bar u)$. Then $T^2(u,d)=(-u,-d)$. For two states $\psi=(u,d)$ and $\varphi=(u',d')$,
$$\langle T\psi,T\varphi\rangle=\sum_i\big(d_i\overline{d'_i}+u_i\overline{u'_i}\big)=\langle\varphi,\psi\rangle ,$$
so $T$ is antiunitary. For square matrices $A$ and $B$ over the orbitals, let
$$K(u,d)=(Au+Bd,\;\bar A d-\bar B u).$$
Both orders of application give the same result:
$$TK(u,d)=(B\bar u-A\bar d,\;\bar A\bar u+\bar B\bar d)=KT(u,d).$$

One orbital with $A=i$ and $B=0$, for which $K$ is not Hermitian, shows that the theorem can fail when $E$ is not real. Here $K(u,d)=(iu,-id)$, and the eigenvalue equation at $i$ forces $-id=id$, so $d=0$. The eigenspace consists of the vectors $(u,0)$ and has dimension 1.

## Antilinear maps with square $-1$ in Lean

The space `V` is a complex vector space with no inner product.

```lean
import Mathlib

open Module Matrix

noncomputable section

namespace KramersDegeneracy

variable {V : Type*} [AddCommGroup V] [Module ℂ V]
```

The type `V →ₛₗ[starRingEnd ℂ] V` contains the maps that are additive and satisfy $T(cv)=\bar c\,Tv$, since `starRingEnd ℂ` is complex conjugation. The property `IsKramers T` is $T^2=-1$, stated vector by vector.

```lean
/-- An antilinear map `T` is of Kramers type if `T² = -1`. -/
def IsKramers (T : V →ₛₗ[starRingEnd ℂ] V) : Prop := ∀ v, T (T v) = -v
```

The first theorem is the determinant argument. The entry `M i j` is the `i`-th coordinate of `T (b j)`, as in the derivation above. Within the proof of `hM`, `h1` expands $T^2b_j$ by antilinearity, and `h2` takes its `i`-th coordinate and compares it with that of $-b_j$. The statement `hdet` is the determinant identity. If the dimension were odd, its right side would be $-1$, while `Complex.mul_conj` turns the left side into a squared modulus; `linarith` closes the contradiction.

```lean
/-- A finite-dimensional complex state space that carries an antilinear map with `T² = -1`
has even dimension. -/
theorem even_finrank [FiniteDimensional ℂ V] {T : V →ₛₗ[starRingEnd ℂ] V}
    (hT : IsKramers T) : Even (finrank ℂ V) := by
  let b := Module.finBasis ℂ V
  let M : Matrix (Fin (finrank ℂ V)) (Fin (finrank ℂ V)) ℂ :=
    Matrix.of fun i j => b.repr (T (b j)) i
  -- in a basis, `T² = -1` says that `M` times its complex conjugate is `-1`
  have hM : M * (starRingEnd ℂ).mapMatrix M = -1 := by
    ext i j
    have h1 : T (T (b j)) = ∑ k, (starRingEnd ℂ) (M k j) • T (b k) := by
      conv_lhs => rw [← b.sum_repr (T (b j))]
      simp only [map_sum, LinearMap.map_smulₛₗ]
      rfl
    have h2 := congrArg (b.coord i) (h1.symm.trans (hT (b j)))
    simp only [map_sum, map_smul, smul_eq_mul, map_neg, Module.Basis.coord_apply,
      Module.Basis.repr_self] at h2
    rw [Matrix.mul_apply]
    calc _ = ∑ k, (starRingEnd ℂ) (M k j) * b.repr (T (b k)) i :=
          Finset.sum_congr rfl fun k _ => mul_comm _ _
      _ = _ := by
          rw [h2]
          rcases eq_or_ne i j with rfl | h
          · simp
          · simp [h]
  -- determinants: `|det M|² = (-1)^n`
  have hdet : M.det * (starRingEnd ℂ) M.det = (-1) ^ finrank ℂ V := by
    rw [RingHom.map_det, ← Matrix.det_mul, hM, Matrix.det_neg]
    simp
  by_contra hodd
  rw [Nat.not_even_iff_odd] at hodd
  rw [hodd.neg_one_pow, Complex.mul_conj] at hdet
  have h : Complex.normSq M.det = -1 := by exact_mod_cast hdet
  linarith [Complex.normSq_nonneg M.det]
```

For an invariant subspace, the proof builds the restricted map `S` on `W`, using `hW` to show that its values stay in `W`, and applies the previous theorem to it.

```lean
/-- Every subspace that is mapped into itself by an antilinear `T` with `T² = -1` has even
dimension. -/
theorem even_finrank_of_invariant [FiniteDimensional ℂ V] {T : V →ₛₗ[starRingEnd ℂ] V}
    (hT : IsKramers T) (W : Submodule ℂ V) (hW : ∀ v ∈ W, T v ∈ W) :
    Even (finrank ℂ W) := by
  let S : W →ₛₗ[starRingEnd ℂ] W :=
    { toFun := fun w => ⟨T w, hW w w.2⟩
      map_add' := fun x y => Subtype.ext (T.map_add (x : V) (y : V))
      map_smul' := fun c x => Subtype.ext (T.map_smulₛₗ c (x : V)) }
  have hS : IsKramers S := fun w => Subtype.ext (hT (w : V))
  exact even_finrank hS
```

## Eigenspaces at real energies

A Hamiltonian is any `H : End ℂ V`, that is, any linear operator on `V`, and `hTH` says that it commutes with `T`. The next lemma holds for every complex `μ`. Its last line is the chain $H(Tv)=T(Hv)=T(\mu v)=\bar\mu\,Tv$.

```lean
/-- An antilinear symmetry of `H` maps eigenvectors with eigenvalue `μ` into the eigenspace
of the complex conjugate of `μ`. -/
theorem map_mem_eigenspace {T : V →ₛₗ[starRingEnd ℂ] V} {H : End ℂ V}
    (hTH : ∀ v, T (H v) = H (T v)) {μ : ℂ} {v : V} (hv : v ∈ H.eigenspace μ) :
    T v ∈ H.eigenspace (starRingEnd ℂ μ) := by
  rw [Module.End.mem_eigenspace_iff] at hv ⊢
  rw [← hTH, hv, T.map_smulₛₗ]
```

In the main theorem `E` is a real number, regarded as complex where it appears as an eigenvalue. The rule `Complex.conj_ofReal`, $\bar E=E$, turns the lemma into invariance of the eigenspace. The dimension `finrank` may be 0, which is even, so the theorem also holds at energies that are not in the spectrum.

```lean
/-- **Kramers degeneracy**: if `H` commutes with an antilinear `T` with `T² = -1`, then the
eigenspace of `H` at every real energy `E` has even complex dimension. -/
theorem kramers_degeneracy [FiniteDimensional ℂ V] {T : V →ₛₗ[starRingEnd ℂ] V}
    (hT : IsKramers T) {H : End ℂ V} (hTH : ∀ v, T (H v) = H (T v)) (E : ℝ) :
    Even (finrank ℂ (H.eigenspace (E : ℂ))) :=
  even_finrank_of_invariant hT _ fun v hv => by
    simpa only [Complex.conj_ofReal] using map_mem_eigenspace hTH hv
```

The hypothesis `H.HasEigenvalue (E : ℂ)` excludes dimension 0. An even number that is at least 1 is at least 2, and `omega` does this arithmetic.

```lean
/-- If `H` commutes with an antilinear `T` with `T² = -1`, then every real eigenvalue of `H` is at
least twofold degenerate. -/
theorem two_le_degeneracy [FiniteDimensional ℂ V] {T : V →ₛₗ[starRingEnd ℂ] V}
    (hT : IsKramers T) {H : End ℂ V} (hTH : ∀ v, T (H v) = H (T v)) {E : ℝ}
    (hE : H.HasEigenvalue (E : ℂ)) : 2 ≤ finrank ℂ (H.eigenspace (E : ℂ)) := by
  obtain ⟨k, hk⟩ := kramers_degeneracy hT hTH E
  have h1 : 1 ≤ finrank ℂ (H.eigenspace (E : ℂ)) := Submodule.one_le_finrank_iff.mpr hE
  omega
```

`H.maxGenEigenspace` collects the vectors annihilated by some power of $H-E$. In the proof, `step` shows that `T` commutes with $H-E$, and `key` extends this to all powers by induction.

```lean
/-- If `H` commutes with an antilinear `T` with `T² = -1`, then the generalized eigenspace of `H` at
every real `E`, made of the vectors annihilated by some power of `H - E`, has even dimension. -/
theorem even_finrank_maxGenEigenspace [FiniteDimensional ℂ V]
    {T : V →ₛₗ[starRingEnd ℂ] V} (hT : IsKramers T) {H : End ℂ V}
    (hTH : ∀ v, T (H v) = H (T v)) (E : ℝ) :
    Even (finrank ℂ (H.maxGenEigenspace (E : ℂ))) := by
  have step : ∀ v, T ((H - (E : ℂ) • (1 : End ℂ V)) v)
      = (H - (E : ℂ) • (1 : End ℂ V)) (T v) := fun v => by
    simp only [LinearMap.sub_apply, LinearMap.smul_apply, Module.End.one_apply, map_sub,
      LinearMap.map_smulₛₗ, Complex.conj_ofReal, hTH]
  -- `T` commutes with every power of `H - E`
  have key : ∀ (k : ℕ) (v : V), T (((H - (E : ℂ) • (1 : End ℂ V)) ^ k) v)
      = ((H - (E : ℂ) • (1 : End ℂ V)) ^ k) (T v) := by
    intro k v
    induction k with
    | zero => simp
    | succ k ih =>
      rw [pow_succ', Module.End.mul_apply, Module.End.mul_apply, step, ih]
  refine even_finrank_of_invariant hT _ fun v hv => ?_
  rw [Module.End.mem_maxGenEigenspace] at hv ⊢
  obtain ⟨k, hk⟩ := hv
  exact ⟨k, by rw [← key, hk, map_zero]⟩
```

These theorems concern finite-dimensional spaces, such as those spanned by a finite basis set. They apply to interacting electrons as well, provided that the finite many-electron space carries a `T` with the two assumed properties.

## Time reversal and spin-mixing operators in Lean

The finite type `n` now labels the orbitals, and a `Spinor n` is a pair of amplitude functions, `ψ.1` for spin up and `ψ.2` for spin down.

```lean
variable {n : Type*} [Fintype n]

/-- Two-component wavefunctions: spin-up and spin-down amplitudes on a set `n` of orbitals. -/
abbrev Spinor (n : Type*) := (n → ℂ) × (n → ℂ)
```

The definition of `spinReversal` fixes the sign convention $(u,d)\mapsto(-\bar d,\bar u)$. Its remaining fields verify antilinearity.

```lean
/-- Time reversal of a spin-1/2 particle, `(u, d) ↦ (-d̄, ū)`. -/
def spinReversal : Spinor n →ₛₗ[starRingEnd ℂ] Spinor n where
  toFun ψ := (fun i => -(starRingEnd ℂ) (ψ.2 i), fun i => (starRingEnd ℂ) (ψ.1 i))
  map_add' ψ φ := by ext i <;> simp [add_comm]
  map_smul' c ψ := by ext i <;> simp
```

The operator `spinBlock A B` is $K$. The matrices are arbitrary, so it need not be Hermitian; a nonzero `B` couples the two spins.

```lean
/-- The operator with spin blocks `A`, `B` in the first row and `-B̄`, `Ā` in the second. -/
def spinBlock (A B : Matrix n n ℂ) : End ℂ (Spinor n) where
  toFun ψ := (A *ᵥ ψ.1 + B *ᵥ ψ.2,
    A.map (starRingEnd ℂ) *ᵥ ψ.2 - B.map (starRingEnd ℂ) *ᵥ ψ.1)
  map_add' ψ φ := by ext i <;> simp [Matrix.mulVec_add] <;> ring
  map_smul' c ψ := by
    ext i <;> simp [Matrix.mulVec_smul]
    ring
```

The next theorem has three parts: $T^2=-1$, antiunitarity and commutation with $K$. The inner product is written out as a sum over the two spin components, conjugate-linear in its first argument. Each part is proved by expanding the definitions into components, as in the calculation above. For this one-particle model the two assumptions of the main theorem are thus established.

```lean
/-- Spin-1/2 time reversal squares to `-1`, is antiunitary, and commutes with every operator
`spinBlock A B`. -/
theorem spinReversal_witness (A B : Matrix n n ℂ) :
    IsKramers (spinReversal (n := n)) ∧
    (∀ ψ φ : Spinor n,
      star (spinReversal ψ).1 ⬝ᵥ (spinReversal φ).1
        + star (spinReversal ψ).2 ⬝ᵥ (spinReversal φ).2
        = star φ.1 ⬝ᵥ ψ.1 + star φ.2 ⬝ᵥ ψ.2) ∧
    ∀ ψ, spinReversal (spinBlock A B ψ) = spinBlock A B (spinReversal ψ) := by
  refine ⟨fun ψ => ?_, fun ψ φ => ?_, fun ψ => ?_⟩
  · ext i <;> simp [spinReversal]
  · simp [spinReversal, dotProduct, mul_comm, add_comm]
  · ext i <;> simp [spinReversal, spinBlock, Matrix.mulVec, dotProduct]
    ring
```

The last theorem is the one-orbital example at the eigenvalue $i$. To prove that the dimension is 1, the code gives a nonzero vector in the eigenspace of which every other member is a multiple. The vector is $(1,0)$, with norm 1. For an arbitrary member `w`, `h2` is the equation $-id=id$ and `h3` concludes $d=0$, so `w` is `w.1 0` times the chosen vector.

```lean
/-- For one orbital, `A = i` and `B = 0`, the eigenspace of `spinBlock A B` at the eigenvalue `i` is
one-dimensional. -/
theorem odd_at_nonreal_eigenvalue :
    finrank ℂ ((spinBlock (Matrix.of fun _ _ : Fin 1 => Complex.I) 0).eigenspace
      Complex.I) = 1 := by
  rw [finrank_eq_one_iff']
  refine ⟨⟨(fun _ => 1, 0), ?_⟩, ?_, ?_⟩
  · rw [Module.End.mem_eigenspace_iff]
    ext i <;> simp [spinBlock, Matrix.mulVec, dotProduct]
  · intro h
    have h1 := congrArg Subtype.val h
    have h2 := congrFun (congrArg Prod.fst h1) 0
    simp at h2
  · rintro ⟨w, hw⟩
    refine ⟨w.1 0, Subtype.ext ?_⟩
    rw [Module.End.mem_eigenspace_iff] at hw
    -- the spin-down amplitude has eigenvalue `-i`, so it must vanish
    have h2 : -Complex.I * w.2 0 = Complex.I * w.2 0 := by
      simpa [spinBlock, Matrix.mulVec, dotProduct] using congrFun (congrArg Prod.snd hw) 0
    have h3 : w.2 0 = 0 := by
      linear_combination (Complex.I / 2) * h2 + w.2 0 * Complex.I_sq
    ext i <;> rw [Subsingleton.elim i 0] <;> simp [h3]

end KramersDegeneracy
```

```lean
#print axioms KramersDegeneracy.kramers_degeneracy
#print axioms KramersDegeneracy.two_le_degeneracy
#print axioms KramersDegeneracy.even_finrank_maxGenEigenspace
#print axioms KramersDegeneracy.odd_at_nonreal_eigenvalue
```

```
'KramersDegeneracy.kramers_degeneracy' depends on axioms: [propext, Classical.choice, Quot.sound]
'KramersDegeneracy.two_le_degeneracy' depends on axioms: [propext, Classical.choice, Quot.sound]
'KramersDegeneracy.even_finrank_maxGenEigenspace' depends on axioms: [propext, Classical.choice, Quot.sound]
'KramersDegeneracy.odd_at_nonreal_eigenvalue' depends on axioms: [propext, Classical.choice, Quot.sound]
```
